# Root-exponential error at the balanced step in a two-term model of even-tempered Gaussian expansions

## Spacing or range

An even-tempered basis uses Gaussians \(e^{-\zeta_k r^2}\) whose exponents form a geometric sequence, \(\zeta_k=\zeta_0 e^{kh}\). The logarithmic step \(h>0\) sets their spacing. If each function is assigned an interval of length \(h\) on the \(\log\zeta\) axis, \(n\) functions cover a length \(nh\). A small step resolves the orbital finely but leaves out very tight or very diffuse functions; a large step covers the range but leaves gaps. With \(n\) fixed, which step is a good compromise, and how fast can the error fall as \(n\) grows?

Take as the model error
\[
f(h)=e^{-a/h}+e^{-bnh},\qquad a,b>0 .
\]
The first term is the discretisation error. It has the form of the usual error bound when the integral over \(\log\zeta\) of a suitably decaying function, analytic in a strip around the real axis, is replaced by an equally spaced sum; \(a\) then grows with the width of the strip. The second is the truncation error, and \(b\) stands for the rate at which it falls as the covered range grows. Both constants and the unit prefactors are postulated here, not derived from an atom.

## The bound and the balanced step

Write \(s=\sqrt{abn}\) and \(h_*=\sqrt{a/(bn)}\). For \(n\ge1\),
\[
f(h)>e^{-s}\ \text{ for every } h>0,\qquad f(h_*)=2e^{-s}.
\]

At \(h_*\) the two exponents agree:
\[
bnh_*=\sqrt{(bn)^2\,\frac{a}{bn}}=s,\qquad \frac{a}{h_*}=\frac{abn}{bnh_*}=\frac{s^2}{s}=s .
\]
Each term is therefore \(e^{-s}\), which gives the value.

For any other step, put \(u=a/h\) and \(v=bnh\). Their product \(uv=abn=s^2\) does not depend on \(h\). If both exceeded \(s\), the product would exceed \(s^2\), so at least one is at most \(s\). Its term is at least \(e^{-s}\), and the other term is positive, so the inequality is strict. Consequently \(f(h_*)=2e^{-s}<2f(h)\) for every \(h>0\).

The same argument handles positive prefactors: \(Ae^{-a/h}+Be^{-bnh}\) exceeds \(\min(A,B)\,e^{-s}\) at every step and equals \((A+B)e^{-s}\) at \(h_*\).

## How many functions

Let \(\varepsilon>0\) be the target error. If \(n\ge\log^2(2/\varepsilon)/(ab)\), then \(s\ge|\log(2/\varepsilon)|\ge\log(2/\varepsilon)\), and hence \(f(h_*)=2e^{-s}\le\varepsilon\).

Conversely, suppose some step reaches \(f(h)\le\varepsilon\le1\). Then \(e^{-s}<\varepsilon\), so \(s>\log(1/\varepsilon)\ge0\), and squaring gives \(n>\log^2(1/\varepsilon)/(ab)\).

For basis-set design this means that, within this two-term model with fixed \(a\) and \(b\), doubling the exponent \(s\) takes four times as many functions.

For example, let \(a=4\), \(b=1\), \(n=9\). Then \(s=6\), \(h_*=2/3\) and \(f(h_*)=2e^{-6}\approx0.0050\). The nearby steps \(h=1/2\) and \(h=1\) give about \(0.0114\) and \(0.0184\). For \(\varepsilon=0.01\) the two size conditions read \(n\ge7.02\) and \(n>5.30\): eight functions suffice at the balanced step, and the second condition rules out fewer than six.

## Stationary, but not always best

The derivative is
\[
f'(h)=\frac{a}{h^2}e^{-a/h}-bn\,e^{-bnh}.
\]
At \(h_*\) the exponentials are equal and \(a/h_*^2=bn\), so \(f'(h_*)=0\).

This does not make \(h_*\) the minimiser. Suppose \(s<\log2\), and let \(t=2e^{-s}-1\), which lies strictly between 0 and 1. The step \(h=-\log t/(bn)\) is positive and has truncation term \(t\). Its discretisation term is below 1, so
\[
f(h)<1+t=2e^{-s}=f(h_*).
\]
Since \(t<e^{-s}\), this step is larger than \(h_*\). In this regime the balanced error exceeds 1, so the model describes a very poor expansion. When \(s\ge1\), by contrast, \(h_*\) is the best step. Write \(h=h_*e^{y}\); then \(f'(h)=0\) reduces to \(y=s\sinh y\), whose only solution for \(s\ge1\) is \(y=0\). Since \(f\) tends to 1 both as \(h\to0\) and as \(h\to\infty\), while \(f(h_*)=2e^{-s}\le2/e<1\), this single stationary point is the minimum. In the numerical example, seven functions therefore give at best \(2e^{-\sqrt{28}}\approx0.0101\), so eight are needed for \(\varepsilon=0.01\).

## Reading the Lean statements

`basisError a b n h` is \(f(h)\), with real `a`, `b`, `h` and a natural number `n` that is converted to a real in the formula. `balancedStep a b n` is \(h_*\). The physical restriction to positive steps enters as `0 < h`, and `1 ≤ n` is required wherever the balanced step appears.

The main theorem, `root_exponential_error`, joins the strict bound for all positive steps to the exact balanced value. In the two size theorems `ε` is an absolute tolerance on the model error. `balanced_stationary` says that the derivative in the step exists at \(h_*\) and is zero; `balanced_not_optimal` says that a better positive step exists when `√(a * b * n) < log 2`. No Gaussian, orbital or energy appears in the file, and the optimality of \(h_*\) for \(s\ge1\) is argued only in the prose above.

```lean
import Mathlib

open Real

namespace EvenTemperedError

noncomputable section

/-- Model error of an even-tempered expansion with `n` functions and logarithmic step `h > 0`:
a discretisation term plus a truncation term. -/
def basisError (a b : ℝ) (n : ℕ) (h : ℝ) : ℝ :=
  exp (-(a / h)) + exp (-(b * n * h))

/-- The balanced step `√(a / (b n))`, for `a > 0`, `b > 0` and `n ≥ 1`. -/
def balancedStep (a b : ℝ) (n : ℕ) : ℝ :=
  √(a / (b * n))

/-- The balanced step is positive. -/
theorem balancedStep_pos {a b : ℝ} {n : ℕ} (ha : 0 < a) (hb : 0 < b) (hn : 1 ≤ n) :
    0 < balancedStep a b n := by
  have hn' : (0 : ℝ) < n := Nat.cast_pos.mpr hn
  exact Real.sqrt_pos.mpr (div_pos ha (mul_pos hb hn'))

/-- At the balanced step the discretisation and truncation exponents both equal `√(a b n)`. -/
theorem balanced_exponents {a b : ℝ} {n : ℕ} (ha : 0 < a) (hb : 0 < b) (hn : 1 ≤ n) :
    a / balancedStep a b n = √(a * b * n) ∧ b * n * balancedStep a b n = √(a * b * n) := by
  have hn' : (0 : ℝ) < n := Nat.cast_pos.mpr hn
  have hm : 0 < b * (n : ℝ) := mul_pos hb hn'
  have hs := balancedStep_pos ha hb hn
  have hsq : balancedStep a b n ^ 2 = a / (b * n) := Real.sq_sqrt (div_pos ha hm).le
  have hprod : a = balancedStep a b n ^ 2 * (b * n) := (div_eq_iff hm.ne').mp hsq.symm
  have h2 : b * n * balancedStep a b n = √(a * b * n) := by
    have h3 : a * b * n = (b * n * balancedStep a b n) ^ 2 := by
      linear_combination (b * n) * hprod
    rw [h3]
    exact (Real.sqrt_sq (mul_pos hm hs).le).symm
  refine ⟨?_, h2⟩
  rw [div_eq_iff hs.ne', ← h2]
  linear_combination hprod

/-- For every positive step the model error exceeds `exp (-√(a b n))`. -/
theorem error_lower_bound {a b h : ℝ} (n : ℕ) (ha : 0 < a) (hb : 0 < b) (hh : 0 < h) :
    exp (-√(a * b * n)) < basisError a b n h := by
  have hc : √(a * b * n) ^ 2 = a * b * n := Real.sq_sqrt (by positivity)
  have hc0 : 0 ≤ √(a * b * n) := Real.sqrt_nonneg _
  -- the product of the two exponents does not depend on the step
  have hprod : a / h * (b * n * h) = a * b * n := by field_simp
  have p1 := Real.exp_pos (-(a / h))
  have p2 := Real.exp_pos (-(b * n * h))
  unfold basisError
  rcases le_or_gt (a / h) (√(a * b * n)) with h1 | h1
  · have h2 : exp (-√(a * b * n)) ≤ exp (-(a / h)) := Real.exp_le_exp.mpr (by linarith)
    linarith
  · have h3 : b * n * h ≤ √(a * b * n) := by
      by_contra hcon
      have h4 := not_le.mp hcon
      have h5 := mul_pos (sub_pos.mpr h1) (sub_pos.mpr h4)
      nlinarith [mul_nonneg hc0 (sub_pos.mpr h1).le, mul_nonneg hc0 (sub_pos.mpr h4).le]
    have h2 : exp (-√(a * b * n)) ≤ exp (-(b * n * h)) := Real.exp_le_exp.mpr (by linarith)
    linarith

/-- Root-exponential error law: every positive step has error above `exp (-√(a b n))`, and the
balanced step has error exactly `2 exp (-√(a b n))`. -/
theorem root_exponential_error {a b : ℝ} {n : ℕ} (ha : 0 < a) (hb : 0 < b) (hn : 1 ≤ n) :
    (∀ h : ℝ, 0 < h → exp (-√(a * b * n)) < basisError a b n h) ∧
      basisError a b n (balancedStep a b n) = 2 * exp (-√(a * b * n)) := by
  refine ⟨fun h hh => error_lower_bound n ha hb hh, ?_⟩
  obtain ⟨e1, e2⟩ := balanced_exponents ha hb hn
  unfold basisError
  rw [e1, e2]
  ring

/-- The error at the balanced step is less than twice the error at any positive step. -/
theorem balanced_within_factor_two {a b h : ℝ} {n : ℕ} (ha : 0 < a) (hb : 0 < b)
    (hn : 1 ≤ n) (hh : 0 < h) :
    basisError a b n (balancedStep a b n) < 2 * basisError a b n h := by
  obtain ⟨h1, h2⟩ := root_exponential_error ha hb hn
  have h3 := h1 h hh
  linarith

/-- With at least `log (2/ε)² / (a b)` functions, the balanced step has error at most `ε`. -/
theorem sufficient_basis_size {a b ε : ℝ} {n : ℕ} (ha : 0 < a) (hb : 0 < b) (hn : 1 ≤ n)
    (hε : 0 < ε) (hsize : log (2 / ε) ^ 2 / (a * b) ≤ n) :
    basisError a b n (balancedStep a b n) ≤ ε := by
  rw [div_le_iff₀ (mul_pos ha hb)] at hsize
  have h1 : log (2 / ε) ≤ √(a * b * n) :=
    (le_abs_self _).trans (Real.abs_le_sqrt (by linarith))
  have h2 : exp (-log (2 / ε)) = ε / 2 := by
    rw [Real.exp_neg, Real.exp_log (by positivity), inv_div]
  have h3 : exp (-√(a * b * n)) ≤ exp (-log (2 / ε)) := Real.exp_le_exp.mpr (by linarith)
  rw [(root_exponential_error ha hb hn).2]
  linarith

/-- If some positive step reaches an error of at most `ε ≤ 1`, the expansion has more than
`log (1/ε)² / (a b)` functions. -/
theorem necessary_basis_size {a b h ε : ℝ} {n : ℕ} (ha : 0 < a) (hb : 0 < b) (hh : 0 < h)
    (hε : ε ≤ 1) (herr : basisError a b n h ≤ ε) :
    log (1 / ε) ^ 2 / (a * b) < n := by
  have h1 : exp (-√(a * b * n)) < ε := (error_lower_bound n ha hb hh).trans_le herr
  have hpos : 0 < ε := (Real.exp_pos _).trans h1
  have h2 : -√(a * b * n) < log ε := (Real.lt_log_iff_exp_lt hpos).mpr h1
  have h3 : log ε ≤ 0 := Real.log_nonpos hpos.le hε
  have hc : √(a * b * n) ^ 2 = a * b * n := Real.sq_sqrt (by positivity)
  rw [one_div, Real.log_inv, div_lt_iff₀ (mul_pos ha hb)]
  have h4 : 0 < √(a * b * n) + log ε := by linarith
  have h5 : 0 < √(a * b * n) - log ε := by linarith
  nlinarith [mul_pos h4 h5]

/-- The model error is stationary with respect to the step at the balanced step. -/
theorem balanced_stationary {a b : ℝ} {n : ℕ} (ha : 0 < a) (hb : 0 < b) (hn : 1 ≤ n) :
    HasDerivAt (basisError a b n) 0 (balancedStep a b n) := by
  have hs := balancedStep_pos ha hb hn
  obtain ⟨e1, e2⟩ := balanced_exponents ha hb hn
  have hk : a / balancedStep a b n ^ 2 = b * n := by
    rw [div_eq_iff (pow_ne_zero 2 hs.ne')]
    linear_combination (div_eq_iff hs.ne').mp (e1.trans e2.symm)
  have d1 := ((hasDerivAt_const (balancedStep a b n) a).fun_div
    (hasDerivAt_id' (balancedStep a b n)) hs.ne').fun_neg.exp
  have d2 := ((hasDerivAt_id' (balancedStep a b n)).const_mul (b * (n : ℝ))).fun_neg.exp
  refine (d1.fun_add d2).congr_deriv ?_
  -- equal exponentials leave only the difference of the two slopes
  simp only [e1, e2]
  linear_combination exp (-√(a * b * n)) * hk

/-- If `√(a b n) < log 2`, some positive step has a smaller error than the balanced step. -/
theorem balanced_not_optimal {a b : ℝ} {n : ℕ} (ha : 0 < a) (hb : 0 < b) (hn : 1 ≤ n)
    (hsmall : √(a * b * n) < log 2) :
    ∃ h : ℝ, 0 < h ∧ basisError a b n h < basisError a b n (balancedStep a b n) := by
  have hn' : (0 : ℝ) < n := Nat.cast_pos.mpr hn
  have hm : 0 < b * (n : ℝ) := mul_pos hb hn'
  have hc : 0 < √(a * b * n) := Real.sqrt_pos.mpr (by positivity)
  have h2 : exp (-log 2) = (2 : ℝ)⁻¹ := by
    rw [Real.exp_neg, Real.exp_log (by norm_num)]
  have h3 : exp (-log 2) < exp (-√(a * b * n)) := Real.exp_lt_exp.mpr (by linarith)
  have h4 : exp (-√(a * b * n)) < 1 := Real.exp_lt_one_iff.mpr (by linarith)
  have hd0 : 0 < 2 * exp (-√(a * b * n)) - 1 := by
    have h6 : (2 : ℝ)⁻¹ = 1 / 2 := by norm_num
    rw [h2, h6] at h3
    linarith
  have hd1 : 2 * exp (-√(a * b * n)) - 1 < 1 := by linarith
  have key : ∀ x : ℝ, b * n * (x / (b * n)) = x := fun x => by field_simp
  -- choose the step whose truncation term is `2 exp (-√(a b n)) - 1`
  have hpos : 0 < -log (2 * exp (-√(a * b * n)) - 1) / (b * n) :=
    div_pos (neg_pos.mpr (Real.log_neg hd0 hd1)) hm
  refine ⟨_, hpos, ?_⟩
  rw [(root_exponential_error ha hb hn).2]
  unfold basisError
  rw [key, neg_neg, Real.exp_log hd0]
  have h5 := Real.exp_lt_one_iff.mpr (neg_lt_zero.mpr (div_pos ha hpos))
  linarith

end

end EvenTemperedError
```

```lean
#print axioms EvenTemperedError.root_exponential_error
#print axioms EvenTemperedError.balanced_within_factor_two
#print axioms EvenTemperedError.balanced_stationary
#print axioms EvenTemperedError.balanced_not_optimal
```

```
'EvenTemperedError.root_exponential_error' depends on axioms: [propext, Classical.choice, Quot.sound]
'EvenTemperedError.balanced_within_factor_two' depends on axioms: [propext, Classical.choice, Quot.sound]
'EvenTemperedError.balanced_stationary' depends on axioms: [propext, Classical.choice, Quot.sound]
'EvenTemperedError.balanced_not_optimal' depends on axioms: [propext, Classical.choice, Quot.sound]
```

## How the proof runs

`balancedStep_pos` permits division by \(h_*\). `balanced_exponents` squares the definition of \(h_*\), obtains \(bnh_*=s\) first, and then deduces \(a/h_*=s\).

`error_lower_bound` records \(uv=s^2\) as `hprod` and splits on whether \(u\le s\). If so, the discretisation term reaches the bound. If not, the proof assumes \(v>s\) and lets `nlinarith` find the contradiction from
\[
(u-s)(v-s)+s(u-s)+s(v-s)=uv-s^2 ,
\]
whose left side would be positive. `root_exponential_error` adds the balanced value by rewriting both exponents, and `balanced_within_factor_two` combines its two halves.

`sufficient_basis_size` passes from the squared condition to \(s\) with `Real.abs_le_sqrt`. `necessary_basis_size` takes logarithms and multiplies the positive numbers \(s+\log\varepsilon\) and \(s-\log\varepsilon\), which yields \(s^2>\log^2\varepsilon\).

In `balanced_stationary`, `d1` and `d2` differentiate the two terms, and `hk` is the identity \(a/h_*^2=bn\) that cancels the slopes. `balanced_not_optimal` first shows \(0<t<1\), then supplies the step \(-\log t/(bn)\); `key` simplifies its truncation exponent, and `h5` bounds the discretisation term by 1.
